# At two-photon resonance, length and velocity amplitudes are linked by −w² and a double commutator

## Comparing two computed amplitudes

To compare a two-photon absorption amplitude computed from velocity matrix elements with one computed from position matrix elements, one divides the first by −w², where w is the photon energy. For a finite set of exact eigenstates, the two numbers then differ by a term with the double commutator of the finite position and Hamiltonian matrices, so a disagreement between them need not mean an error in the arithmetic.

The process takes a system from state g to state f by absorbing two photons of the same energy and polarisation, so E_f − E_g = 2w. Units have ħ = 1. Let H be the Hamiltonian, X the position operator along the polarisation, and

P = i[H, X].

For a particle of mass m in a local potential this P is the velocity p/m, not the momentum p that the letter usually denotes. With A_mn = ⟨m|A|n⟩, the amplitude for a coupling operator A is

M_A = Σ_n A_fn A_ng / (E_n − E_g − w).

The sum runs over the intermediate states n with E_n ≠ E_g + w. If no level lies at E_g + w, it is the full sum over states. If one does and couples to both g and f, the omitted term has a zero denominator, and M_A alone does not describe the absorption. M_X is called the length amplitude and M_P the velocity amplitude.

## The relation, state by state

The claim is

M_P = −w² M_X − ½ ⟨f|[X, [X, H]]|g⟩.

Since H acts on both eigenstates by their energies,

P_mn = i(E_m − E_n) X_mn.

Write d_n = E_n − E_g − w for the detuning. Then E_n − E_g = d_n + w, and E_n − E_f = d_n − w because E_f = E_g + 2w. Hence

P_fn P_ng = −(E_f − E_n)(E_n − E_g) X_fn X_ng = (d_n² − w²) X_fn X_ng.

Dividing by d_n and summing gives

M_P = −w² M_X + Σ_n d_n X_fn X_ng.

The last sum may run over all states, since a resonant state has d_n = 0. By completeness it equals

⟨f|XHX|g⟩ − (E_g + w) ⟨f|X²|g⟩.

The double commutator is X²H − 2XHX + HX², so its matrix element is

(E_g + E_f) ⟨f|X²|g⟩ − 2⟨f|XHX|g⟩ = 2(E_g + w) ⟨f|X²|g⟩ − 2⟨f|XHX|g⟩.

This is −2 times the sum, which proves the claim.

## Response vectors instead of sums

Suppose that no level lies at E_g + w and that u solves (H − E_g − w)u = A g. Projecting on ⟨n| gives d_n ⟨n|u⟩ = A_ng, so ⟨f|A u⟩ = M_A.

Now let u be the response to X and v the response to P. Since

(H − E_g − w) X g = [H, X] g − w X g,

the vector i(X g + w u) solves the equation for v. If E_g + w is not an eigenvalue, the solution is unique and v = i(X g + w u). Put y = X g + w u. Then

⟨f|P v⟩ = −⟨f|[H, X] y⟩ = −E_f ⟨f|X y⟩ + ⟨f|X H y⟩,

H y = H X g + w(E_g + w) u + w X g.

Inserting the second line and E_f = E_g + 2w leaves

⟨f|P v⟩ = −w² ⟨f|X u⟩ + ⟨f|XHX|g⟩ − (E_g + w) ⟨f|X²|g⟩,

and the last two terms are again −½ times the double-commutator element. No basis was used.

If [X, [X, H]] is a number κ and w ≠ 0, the extra term is proportional to ⟨f|g⟩, which vanishes for different energies. The amplitudes then agree up to −w². For a particle in a local potential, the canonical commutator gives κ = −1/m. On a nonzero finite-dimensional space a commutator has zero trace, so there κ can only be 0.

## Two levels show the difference

With only g and f present and w ≠ 0, the detunings are −w and w, so

w M_X = X_fg (X_ff − X_gg).

Each path in M_P contains a diagonal element of P, which is zero, so M_P = 0. For energies 0 and 2, w = 1, X_gg = 0 and X_fg = X_gf = X_ff = 1, this gives M_X = 1 and M_P = 0.

## Reading the Lean statements

In `two_photon_gauge_relation`, `V` is a complex inner product space and `b` an orthonormal basis with finite index type `ι`, so `V` is finite-dimensional. The labels `f` and `g` are indices, and the states are `b f` and `b g`. The hypothesis `hb` says that every basis vector is an eigenvector of `H` with a real energy, which makes `H` Hermitian; degeneracies are allowed. The hypothesis `hE` is the two-photon resonance condition. `X` may be any linear operator. `amplitude` leaves out one-photon resonant states, so the theorem needs no assumption about them.

In `response_gauge_relation`, `f` and `g` are vectors, `H` is symmetric and `V` may be infinite-dimensional. All operators must map `V` into itself, and the solutions `u` and `v` are assumed to exist in `V`. The vectors need not be normalised: for nonzero `f` and `g`, dividing each term by ‖f‖‖g‖ gives the normalised values.

One step to a real calculation that the hypotheses leave open is the identification of `velocity H X` with the velocity operator a program uses. In a finite basis that does not consist of exact eigenstates, the matrix of p/m generally differs from i[H, X] formed from the truncated matrices. Also, M_P contains only the coupling linear in the vector potential, applied twice; the quadratic coupling is a separate contribution.

For electronic-structure work, the relation gives a consistency check on sum-over-states amplitudes for two identical photons, provided that the matrices refer to an orthonormal basis, the finite Hamiltonian matrix is fully diagonalised and the velocity matrix is i[H, X] formed from the same matrices.

```lean
import Mathlib

open scoped InnerProductSpace

namespace TwoPhotonGauge

noncomputable section

variable {V ι : Type*} [NormedAddCommGroup V] [InnerProductSpace ℂ V] [Fintype ι]

/-- The velocity operator `P = i[H, X]` belonging to the position operator `X`. -/
def velocity (H X : Module.End ℂ V) : Module.End ℂ V :=
  Complex.I • (H * X - X * H)

/-- The double commutator `[X, [X, H]]`. -/
def doubleComm (H X : Module.End ℂ V) : Module.End ℂ V :=
  X * (X * H - H * X) - (X * H - H * X) * X

/-- The two-photon amplitude `∑ A_fn A_ng / (E_n - E_g - w)`, summed over the intermediate
states `n` with `E_n ≠ E_g + w`. -/
def amplitude (b : OrthonormalBasis ι ℂ V) (E : ι → ℝ) (w : ℝ) (f g : ι)
    (A : Module.End ℂ V) : ℂ :=
  ∑ n with E n ≠ E g + w,
    ⟪b f, A (b n)⟫_ℂ * ⟪b n, A (b g)⟫_ℂ / ((E n : ℂ) - E g - w)

/-- Inserting a complete set of states between an operator and a ket. -/
theorem insert_states (b : OrthonormalBasis ι ℂ V) (A : Module.End ℂ V) (x y : V) :
    ⟪x, A y⟫_ℂ = ∑ n, ⟪x, A (b n)⟫_ℂ * ⟪b n, y⟫_ℂ := by
  conv_lhs => rw [← b.sum_repr' y]
  simp only [map_sum, map_smul, inner_sum, inner_smul_right]
  exact Finset.sum_congr rfl fun n _ => mul_comm _ _

/-- If `H` has an orthonormal eigenbasis with real energies, it acts to the left on a bra
of that basis by multiplication with the energy. -/
theorem bra_energy {b : OrthonormalBasis ι ℂ V} {E : ι → ℝ} {H : Module.End ℂ V}
    (hb : ∀ n, H (b n) = (E n : ℂ) • b n) (m : ι) (y : V) :
    ⟪b m, H y⟫_ℂ = E m * ⟪b m, y⟫_ℂ := by
  classical
  have hO := orthonormal_iff_ite.mp b.orthonormal
  rw [insert_states b H]
  simp [hb, hO]

/-- Between eigenstates of `H`, the velocity matrix element is `i (E_m - E_n)` times the
length matrix element. -/
theorem velocity_element {b : OrthonormalBasis ι ℂ V} {E : ι → ℝ} {H : Module.End ℂ V}
    (hb : ∀ n, H (b n) = (E n : ℂ) • b n) (X : Module.End ℂ V) (m n : ι) :
    ⟪b m, velocity H X (b n)⟫_ℂ = Complex.I * ((E m : ℂ) - E n) * ⟪b m, X (b n)⟫_ℂ := by
  simp only [velocity, LinearMap.smul_apply, LinearMap.sub_apply, Module.End.mul_apply,
    hb, map_smul, inner_smul_right, inner_sub_right, bra_energy hb]
  ring

/-- The detuning of a level that is not resonant with one photon is nonzero. -/
theorem detuning_ne_zero {a c w : ℝ} (h : a ≠ c + w) : (a : ℂ) - c - w ≠ 0 := by
  intro h0
  have h1 : a - c - w = 0 := by exact_mod_cast h0
  exact h (by linarith)

/-- Length and velocity two-photon amplitudes: if `b` is an orthonormal eigenbasis of `H` with real
energies `E`, and `E_f - E_g = 2w`, then `M_P = -w² M_X - ⟨f, [X, [X, H]] g⟩ / 2`. -/
theorem two_photon_gauge_relation {b : OrthonormalBasis ι ℂ V} {E : ι → ℝ}
    {H : Module.End ℂ V} (hb : ∀ n, H (b n) = (E n : ℂ) • b n) (X : Module.End ℂ V)
    {f g : ι} {w : ℝ} (hE : E f - E g = 2 * w) :
    amplitude b E w f g (velocity H X) =
      -(w : ℂ) ^ 2 * amplitude b E w f g X - ⟪b f, doubleComm H X (b g)⟫_ℂ / 2 := by
  have hE' : (E f : ℂ) = E g + 2 * w := by
    have h : E f = E g + 2 * w := by linarith
    exact_mod_cast h
  -- the double commutator as a sum over states weighted by the detuning
  have hD : ⟪b f, doubleComm H X (b g)⟫_ℂ = -2 * ∑ n, ((E n : ℂ) - E g - w) *
      (⟪b f, X (b n)⟫_ℂ * ⟪b n, X (b g)⟫_ℂ) := by
    have hs : ∑ n, ((E n : ℂ) - E g - w) * (⟪b f, X (b n)⟫_ℂ * ⟪b n, X (b g)⟫_ℂ) =
        ⟪b f, X (H (X (b g)))⟫_ℂ - ((E g : ℂ) + w) * ⟪b f, X (X (b g))⟫_ℂ := by
      rw [insert_states b X (b f) (H (X (b g))), insert_states b X (b f) (X (b g)),
        Finset.mul_sum, ← Finset.sum_sub_distrib]
      refine Finset.sum_congr rfl fun n _ => ?_
      rw [bra_energy hb]
      ring
    rw [hs]
    simp only [doubleComm, LinearMap.sub_apply, Module.End.mul_apply, hb, map_sub,
      map_smul, inner_sub_right, inner_smul_right, bra_energy hb]
    linear_combination ⟪b f, X (X (b g))⟫_ℂ * hE'
  -- resonant states carry zero weight in that sum
  have hF : ∑ n with E n ≠ E g + w, ((E n : ℂ) - E g - w) *
      (⟪b f, X (b n)⟫_ℂ * ⟪b n, X (b g)⟫_ℂ) = ∑ n, ((E n : ℂ) - E g - w) *
      (⟪b f, X (b n)⟫_ℂ * ⟪b n, X (b g)⟫_ℂ) := by
    refine Finset.sum_filter_of_ne fun n _ hn h => hn ?_
    rw [h]
    push_cast
    ring
  -- state by state, the energy factors give (detuning)² - w²
  have hP : amplitude b E w f g (velocity H X) = -(w : ℂ) ^ 2 * amplitude b E w f g X +
      ∑ n with E n ≠ E g + w, ((E n : ℂ) - E g - w) *
      (⟪b f, X (b n)⟫_ℂ * ⟪b n, X (b g)⟫_ℂ) := by
    unfold amplitude
    rw [Finset.mul_sum, ← Finset.sum_add_distrib]
    refine Finset.sum_congr rfl fun n hn => ?_
    have hd := detuning_ne_zero (Finset.mem_filter.mp hn).2
    have hc := div_mul_cancel₀ (⟪b f, X (b n)⟫_ℂ * ⟪b n, X (b g)⟫_ℂ) hd
    rw [velocity_element hb, velocity_element hb, hE', div_eq_iff hd]
    linear_combination (((E g : ℂ) + 2 * w - E n) * (E n - E g) *
      ⟪b f, X (b n)⟫_ℂ * ⟪b n, X (b g)⟫_ℂ) * Complex.I_sq + (w : ℂ) ^ 2 * hc
  rw [hP, hD, hF]
  ring

/-- For an orthonormal eigenbasis of `H` with real energies, none of them equal to `E_g + w`, the
sum over states equals `⟨f, A u⟩` for any solution `u` of the response equation
`(H - E_g - w) u = A g`. -/
theorem inner_response_eq_amplitude {b : OrthonormalBasis ι ℂ V} {E : ι → ℝ}
    {H : Module.End ℂ V} (hb : ∀ n, H (b n) = (E n : ℂ) • b n) (A : Module.End ℂ V)
    {f g : ι} {w : ℝ} (hres : ∀ n, E n ≠ E g + w) {u : V}
    (hu : H u - ((E g : ℂ) + w) • u = A (b g)) :
    ⟪b f, A u⟫_ℂ = amplitude b E w f g A := by
  rw [insert_states b A, amplitude, Finset.filter_true_of_mem fun n _ => hres n]
  refine Finset.sum_congr rfl fun n _ => ?_
  have h := congrArg (fun y => ⟪b n, y⟫_ℂ) hu
  simp only [inner_sub_right, inner_smul_right, bra_energy hb] at h
  rw [eq_div_iff (detuning_ne_zero (hres n))]
  linear_combination ⟪b f, A (b n)⟫_ℂ * h

/-- The gauge relation without a sum over states, in any dimension: `H` is symmetric, `g` and
`f` are eigenvectors `2w` apart, `E_g + w` is no eigenvalue, and `u`, `v` solve the response
equations for `X` and `P`. -/
theorem response_gauge_relation {H X : Module.End ℂ V} (hH : LinearMap.IsSymmetric H)
    {g f u v : V} {Eg Ef w : ℝ} (hg : H g = (Eg : ℂ) • g) (hf : H f = (Ef : ℂ) • f)
    (hE : Ef - Eg = 2 * w) (hres : ∀ y, H y = ((Eg : ℂ) + w) • y → y = 0)
    (hu : H u - ((Eg : ℂ) + w) • u = X g)
    (hv : H v - ((Eg : ℂ) + w) • v = velocity H X g) :
    ⟪f, velocity H X v⟫_ℂ =
      -(w : ℂ) ^ 2 * ⟪f, X u⟫_ℂ - ⟪f, doubleComm H X g⟫_ℂ / 2 := by
  have hE' : (Ef : ℂ) = Eg + 2 * w := by
    have h : Ef = Eg + 2 * w := by linarith
    exact_mod_cast h
  have hbra : ∀ y, ⟪f, H y⟫_ℂ = Ef * ⟪f, y⟫_ℂ := fun y => by
    rw [← hH f y, hf, inner_smul_left, Complex.conj_ofReal]
  have hHu : H u = ((Eg : ℂ) + w) • u + X g := sub_eq_iff_eq_add'.mp hu
  -- the velocity response is fixed by the length response
  have hvu : v = Complex.I • (X g + (w : ℂ) • u) := by
    refine sub_eq_zero.mp (hres _ ?_)
    simp only [velocity, LinearMap.smul_apply, LinearMap.sub_apply, Module.End.mul_apply,
      hg, map_smul] at hv
    simp only [map_sub, map_smul, map_add]
    linear_combination (norm := module) hv - (Complex.I * (w : ℂ)) • hu
  rw [hvu]
  simp only [velocity, doubleComm, LinearMap.smul_apply, LinearMap.sub_apply,
    Module.End.mul_apply, map_add, map_sub, map_smul, hHu, hg, inner_add_right,
    inner_sub_right, inner_smul_right, hbra]
  rw [hE']
  linear_combination (((Eg : ℂ) + 2 * w) * (⟪f, X (X g)⟫_ℂ + w * ⟪f, X u⟫_ℂ) -
    ⟪f, X (H (X g))⟫_ℂ - w * (Eg + w) * ⟪f, X u⟫_ℂ - w * ⟪f, X (X g)⟫_ℂ) * Complex.I_sq

/-- Under the conditions of `response_gauge_relation`, if `[X, [X, H]]` is a number and `w ≠ 0`, the
velocity amplitude is exactly `-w²` times the length amplitude. -/
theorem gauge_equivalence_of_scalar {H X : Module.End ℂ V} (hH : LinearMap.IsSymmetric H)
    {g f u v : V} {Eg Ef w : ℝ} (hg : H g = (Eg : ℂ) • g) (hf : H f = (Ef : ℂ) • f)
    (hE : Ef - Eg = 2 * w) (hres : ∀ y, H y = ((Eg : ℂ) + w) • y → y = 0)
    (hu : H u - ((Eg : ℂ) + w) • u = X g)
    (hv : H v - ((Eg : ℂ) + w) • v = velocity H X g)
    (hw : w ≠ 0) {κ : ℂ} (hκ : doubleComm H X = κ • (1 : Module.End ℂ V)) :
    ⟪f, velocity H X v⟫_ℂ = -(w : ℂ) ^ 2 * ⟪f, X u⟫_ℂ := by
  -- states of different energy are orthogonal
  have h := hH f g
  rw [hf, hg, inner_smul_left, inner_smul_right, Complex.conj_ofReal] at h
  have hE' : (Ef : ℂ) - Eg = 2 * w := by exact_mod_cast hE
  have h2 : (2 * (w : ℂ)) * ⟪f, g⟫_ℂ = 0 := by
    linear_combination h - ⟪f, g⟫_ℂ * hE'
  have ho : ⟪f, g⟫_ℂ = 0 := (mul_eq_zero.mp h2).resolve_left
    (mul_ne_zero two_ne_zero (Complex.ofReal_ne_zero.mpr hw))
  rw [response_gauge_relation hH hg hf hE hres hu hv, hκ, LinearMap.smul_apply,
    Module.End.one_apply, inner_smul_right, ho]
  ring

/-- In a two-level system with gap `2w ≠ 0` the velocity amplitude vanishes, while `w` times
the length amplitude is `X_fg (X_ff - X_gg)`. -/
theorem two_level {b : OrthonormalBasis (Fin 2) ℂ V} {E : Fin 2 → ℝ} {H : Module.End ℂ V}
    (hb : ∀ n, H (b n) = (E n : ℂ) • b n) (X : Module.End ℂ V) {w : ℝ} (hw : w ≠ 0)
    (hE : E 1 - E 0 = 2 * w) :
    amplitude b E w 1 0 (velocity H X) = 0 ∧
      (w : ℂ) * amplitude b E w 1 0 X =
        ⟪b 1, X (b 0)⟫_ℂ * (⟪b 1, X (b 1)⟫_ℂ - ⟪b 0, X (b 0)⟫_ℂ) := by
  have hres : ∀ n, E n ≠ E 0 + w := Fin.forall_fin_two.mpr
    ⟨fun h => hw (by linarith), fun h => hw (by linarith)⟩
  have hE' : (E 1 : ℂ) - E 0 = 2 * w := by exact_mod_cast hE
  have hc : (w : ℂ) * (w : ℂ)⁻¹ = 1 := mul_inv_cancel₀ (Complex.ofReal_ne_zero.mpr hw)
  constructor
  · rw [amplitude, Finset.filter_true_of_mem fun n _ => hres n, Fin.sum_univ_two]
    simp only [velocity_element hb, sub_self, mul_zero, zero_mul, zero_div, add_zero]
  · rw [amplitude, Finset.filter_true_of_mem fun n _ => hres n, Fin.sum_univ_two,
      show (E 0 : ℂ) - E 0 - w = -w by ring,
      show (E 1 : ℂ) - E 0 - w = w by linear_combination hE']
    simp only [div_eq_mul_inv, inv_neg]
    linear_combination
      ⟪b 1, X (b 0)⟫_ℂ * (⟪b 1, X (b 1)⟫_ℂ - ⟪b 0, X (b 0)⟫_ℂ) * hc

/-- The operator with matrix `M` in a two-level basis. -/
def ofMatrix (b : OrthonormalBasis (Fin 2) ℂ V) (M : Matrix (Fin 2) (Fin 2) ℂ) :
    Module.End ℂ V :=
  Matrix.toLin b.toBasis b.toBasis M

/-- For `H = diag(0, 2)`, `X = [[0, 1], [1, 1]]` and `w = 1`, the basis states are eigenstates,
the length amplitude is `1` and the velocity amplitude is `0`. -/
theorem two_level_witness (b : OrthonormalBasis (Fin 2) ℂ V) :
    (∀ n, ofMatrix b !![0, 0; 0, 2] (b n) = (((![0, 2] : Fin 2 → ℝ) n : ℝ) : ℂ) • b n) ∧
      amplitude b ![0, 2] 1 1 0 (ofMatrix b !![0, 1; 1, 1]) = 1 ∧
      amplitude b ![0, 2] 1 1 0
        (velocity (ofMatrix b !![0, 0; 0, 2]) (ofMatrix b !![0, 1; 1, 1])) = 0 := by
  have act : ∀ M i, ofMatrix b M (b i) = ∑ j, M j i • b j := fun M i => by
    have h := Matrix.toLin_self b.toBasis b.toBasis M i
    rw [OrthonormalBasis.coe_toBasis] at h
    exact h
  have elt : ∀ M i j, ⟪b i, ofMatrix b M (b j)⟫_ℂ = M i j := fun M i j => by
    have hO := orthonormal_iff_ite.mp b.orthonormal
    rw [act, inner_sum]
    simp [inner_smul_right, hO]
  have hb : ∀ n, ofMatrix b !![0, 0; 0, 2] (b n) =
      (((![0, 2] : Fin 2 → ℝ) n : ℝ) : ℂ) • b n := by
    refine Fin.forall_fin_two.mpr ⟨?_, ?_⟩ <;> simp [act, Fin.sum_univ_two]
  obtain ⟨hP, hX⟩ := two_level hb (ofMatrix b !![0, 1; 1, 1]) one_ne_zero (by simp)
  rw [elt, elt, elt] at hX
  exact ⟨hb, by simpa using hX, hP⟩

end

end TwoPhotonGauge
```

```lean
#print axioms TwoPhotonGauge.two_photon_gauge_relation
#print axioms TwoPhotonGauge.inner_response_eq_amplitude
#print axioms TwoPhotonGauge.gauge_equivalence_of_scalar
```

```
'TwoPhotonGauge.two_photon_gauge_relation' depends on axioms: [propext, Classical.choice, Quot.sound]
'TwoPhotonGauge.inner_response_eq_amplitude' depends on axioms: [propext, Classical.choice, Quot.sound]
'TwoPhotonGauge.gauge_equivalence_of_scalar' depends on axioms: [propext, Classical.choice, Quot.sound]
```

## From completeness to the gauge relation

`insert_states` is the completeness relation. `bra_energy` combines it with orthonormality to let `H` act on a bra, and `velocity_element` then gives the factor i(E_m − E_n). `detuning_ne_zero` carries the non-resonance condition from real to complex numbers, where the division takes place.

The main proof has three intermediate results. `hD` writes the double-commutator element as −2 Σ d_n X_fn X_ng; inside it, `hs` evaluates the sum by completeness. `hF` shows that the resonant states add nothing to this sum. `hP` is the state-by-state calculation: its `linear_combination` uses i² = −1 and the cancellation of d_n against its inverse. Substituting the three results finishes the proof.

## Response equations and the two-level case

`inner_response_eq_amplitude` projects the response equation on each basis state and divides by the detuning. In `response_gauge_relation`, `hbra` uses the symmetry of `H` to act on ⟨f|, and `hvu` establishes v = i(X g + w u): the difference of the two sides is annihilated by H − E_g − w, so `hres` makes it zero. The rest is the expansion done above. `gauge_equivalence_of_scalar` first derives ⟨f|g⟩ = 0 from symmetry and the energy gap, then applies the general relation.

`two_level` checks that neither level is resonant and writes out both terms of each sum. In `two_level_witness`, `act` and `elt` recover the action and the matrix elements of an operator built by `ofMatrix`, after which `two_level` supplies the values 1 and 0.
